# Between its real levels, a K-matrix with constant couplings never decreases with energy

A quantum dot or cavity with discrete levels is attached to leads, and an electron is scattered from one open channel to another. As its energy is swept through a gap between levels, every level contributes to the response, those below and those above the gap. With several channels the response is a matrix, and the question is whether it changes in a definite direction.

Let the dot have finitely many real levels $e_j$, coupled to finitely many channels by complex vectors $w_j$ that do not depend on energy. Its K-matrix is

$$K(E)=-\frac12\sum_j\frac{w_jw_j^\dagger}{E-e_j}.$$

With the factor $\tfrac12$, $\|w_j\|^2$ is the full width of level $j$ when it is isolated. For such a non-interacting model, part (e) gives a sign test for a computed K-matrix. The overall sign of $K$ is a convention, fixed here by the form of the scattering matrix in (h). With the opposite sign, $K$ never increases between levels.

```lean
import Mathlib

open Matrix
open scoped ComplexOrder

namespace KMatrixCayley

noncomputable section

variable {ι n : Type*} [Fintype ι]
```

In the code, `ι` labels levels and `n` labels channels. The type `e : ι → ℝ` makes the levels real, and `vecMulVec (w j) (star (w j))` is $w_jw_j^\dagger$. At $E=e_j$ Lean's convention $0^{-1}=0$ silently removes the singular term, so the definition has physical meaning only away from the levels.

```lean
/-- The K-matrix `K(E) = -(1/2) ∑ j, w_j w_jᴴ / (E - e_j)` of levels `e_j` coupled to the
channels by vectors `w_j`, meant for energies `E` different from every level. -/
def kMatrix (e : ι → ℝ) (w : ι → n → ℂ) (E : ℝ) : Matrix n n ℂ :=
  (-(1 / 2) : ℝ) • ∑ j, (E - e j)⁻¹ • vecMulVec (w j) (star (w j))
```

## (a) Hermiticity

**Task.** Show that $K(E)^\dagger=K(E)$.

**Solution.** The $(a,b)$ entry of $w_jw_j^\dagger$ is $(w_j)_a\overline{(w_j)_b}$. Exchanging $a$ and $b$ and conjugating gives the same number, so each rank-one term is Hermitian. The coefficients are real, so the sum is Hermitian too.

In the proof, `h` is the entrywise step, and `simp only` carries the adjoint through the sum and the real factors.

```lean
/-- The K-matrix of real levels is Hermitian. -/
theorem kMatrix_isHermitian (e : ι → ℝ) (w : ι → n → ℂ) (E : ℝ) :
    (kMatrix e w E).IsHermitian := by
  have h : ∀ j, (vecMulVec (w j) (star (w j)))ᴴ = vecMulVec (w j) (star (w j)) := by
    intro j
    ext a b
    simp [vecMulVec_apply, mul_comm]
  simp only [Matrix.IsHermitian, kMatrix, conjTranspose_smul, conjTranspose_sum,
    star_trivial, h]
```

## (b) The change between two energies

**Task.** For $E_1,E_2$ different from every level, show that

$$K(E_2)-K(E_1)=\sum_j c_j\,w_jw_j^\dagger,\qquad c_j=\frac{E_2-E_1}{2(E_1-e_j)(E_2-e_j)}.$$

**Solution.** Compare the coefficients of $w_jw_j^\dagger$:

$$-\frac12\left(\frac1{E_2-e_j}-\frac1{E_1-e_j}\right)=-\frac12\,\frac{(E_1-e_j)-(E_2-e_j)}{(E_1-e_j)(E_2-e_j)}=c_j.$$

Lean first merges the two sums, then proves this identity with `field_simp` and `ring`, using the nonzero denominators `a1` and `a2`.

```lean
/-- Between two energies that avoid all levels, the K-matrix changes by a sum of rank-one
terms with weights `(E2 - E1) / (2 (E1 - e_j) (E2 - e_j))`. -/
theorem kMatrix_sub (e : ι → ℝ) (w : ι → n → ℂ) {E1 E2 : ℝ}
    (h1 : ∀ j, E1 ≠ e j) (h2 : ∀ j, E2 ≠ e j) :
    kMatrix e w E2 - kMatrix e w E1 =
      ∑ j, ((E2 - E1) / (2 * ((E1 - e j) * (E2 - e j)))) •
        vecMulVec (w j) (star (w j)) := by
  simp only [kMatrix, Finset.smul_sum, smul_smul, ← Finset.sum_sub_distrib, ← sub_smul]
  refine Finset.sum_congr rfl fun j _ => ?_
  have a1 : E1 - e j ≠ 0 := sub_ne_zero.mpr (h1 j)
  have a2 : E2 - e j ≠ 0 := sub_ne_zero.mpr (h2 j)
  congr 1
  field_simp
  ring
```

## (c) The quadratic form

**Task.** For real numbers $c_j$ and any channel vector $x$, show that

$$x^\dagger\Big(\sum_j c_jw_jw_j^\dagger\Big)x=\sum_jc_j\,|w_j^\dagger x|^2.$$

**Solution.** Since $(w_jw_j^\dagger)x=(w_j^\dagger x)\,w_j$, term $j$ equals $c_j(w_j^\dagger x)(x^\dagger w_j)$. The last factor is the conjugate of $w_j^\dagger x$, which gives the squared modulus.

The product `⬝ᵥ` does not conjugate, so $x^\dagger y$ is written `star x ⬝ᵥ y`. The step `hr` is the action of the rank-one matrix on $x$.

```lean
variable [Fintype n]

/-- The quadratic form of a real combination of the matrices `w_j w_jᴴ` is the same
combination of the squared overlaps `|w_jᴴ x|²`. -/
theorem quadraticForm_sum (c : ι → ℝ) (w : ι → n → ℂ) (x : n → ℂ) :
    star x ⬝ᵥ ((∑ j, c j • vecMulVec (w j) (star (w j))) *ᵥ x) =
      ((∑ j, c j * ‖star (w j) ⬝ᵥ x‖ ^ 2 : ℝ) : ℂ) := by
  -- the matrix `w_j w_jᴴ` sends `x` to the multiple `(w_jᴴ x) w_j` of `w_j`
  have hr : ∀ j, vecMulVec (w j) (star (w j)) *ᵥ x = (star (w j) ⬝ᵥ x) • w j := by
    intro j
    ext i
    simp only [mulVec, dotProduct, vecMulVec_apply, Pi.smul_apply, smul_eq_mul,
      Finset.sum_mul]
    exact Finset.sum_congr rfl fun k _ => by ring
  rw [Matrix.sum_mulVec, dotProduct_sum, Complex.ofReal_sum]
  refine Finset.sum_congr rfl fun j _ => ?_
  rw [Matrix.smul_mulVec, dotProduct_smul, hr, dotProduct_smul,
    Matrix.star_dotProduct x (w j), smul_eq_mul, Complex.star_def, Complex.mul_conj,
    Complex.normSq_eq_norm_sq, Complex.real_smul, Complex.ofReal_mul]
```

## (d) The sign of a weight

**Task.** For $E_1<E_2$ and a level $e\notin[E_1,E_2]$, show that

$$\frac{E_2-E_1}{2(E_1-e)(E_2-e)}>0.$$

**Solution.** If $e<E_1$, both factors in the denominator are positive. If $e>E_2$, both are negative. Their product is positive either way, and so is the numerator.

The same two cases appear in Lean through `lt_or_ge`.

```lean
/-- If `E1 < E2` and the level `e` lies outside `[E1, E2]`, its weight in the change of the
K-matrix is positive. -/
theorem weight_pos {e E1 E2 : ℝ} (hE : E1 < E2) (he : e ∉ Set.Icc E1 E2) :
    0 < (E2 - E1) / (2 * ((E1 - e) * (E2 - e))) := by
  have hp : 0 < (E1 - e) * (E2 - e) := by
    rcases lt_or_ge e E1 with h | h
    · exact mul_pos (by linarith) (by linarith)
    · have h' : E2 < e := lt_of_not_ge fun h2 => he ⟨h, h2⟩
      exact mul_pos_of_neg_of_neg (by linarith) (by linarith)
  exact div_pos (by linarith) (by linarith)
```

## (e) Growth between levels

**Task.** For $E_1<E_2$ with no level in $[E_1,E_2]$, show that

$$K(E_2)-K(E_1)\succeq0,$$

that is, the difference is positive semidefinite.

**Solution.** The difference is Hermitian by (a). By (b) and (c) its quadratic form is $\sum_jc_j|w_j^\dagger x|^2$, and by (d) every $c_j$ is positive, so the form is non-negative.

**Numerical instance.** Take levels $0$ and $3$, with $w_1=(1,1)^T$ and $w_2=(1,0)^T$, and energies $E_1=1$, $E_2=2$. Then

$$K(2)-K(1)=\begin{pmatrix}\tfrac14&-\tfrac14\\-\tfrac14&-\tfrac14\end{pmatrix}-\begin{pmatrix}-\tfrac14&-\tfrac12\\-\tfrac12&-\tfrac12\end{pmatrix}=\begin{pmatrix}\tfrac12&\tfrac14\\\tfrac14&\tfrac14\end{pmatrix}.$$

The trace is $\tfrac34$ and the determinant $\tfrac1{16}$, so both eigenvalues are positive. Both weights equal $\tfrac14$, in agreement with (b).

`PosSemidef` includes Hermiticity, which is why the proof supplies it first. The hypothesis `he` also yields the conditions $E_1,E_2\neq e_j$ that (b) needs.

```lean
/-- The K-matrix never decreases between levels: `K(E2) - K(E1)` is positive semidefinite whenever
`E1 < E2` and no level lies in `[E1, E2]`. -/
theorem kMatrix_monotone (e : ι → ℝ) (w : ι → n → ℂ) {E1 E2 : ℝ} (hE : E1 < E2)
    (he : ∀ j, e j ∉ Set.Icc E1 E2) :
    (kMatrix e w E2 - kMatrix e w E1).PosSemidef := by
  refine PosSemidef.of_dotProduct_mulVec_nonneg
    ((kMatrix_isHermitian e w E2).sub (kMatrix_isHermitian e w E1)) fun x => ?_
  rw [kMatrix_sub e w (fun j h => he j (h ▸ ⟨le_rfl, hE.le⟩))
    (fun j h => he j (h ▸ ⟨hE.le, le_rfl⟩)), quadraticForm_sum]
  exact Complex.zero_le_real.mpr
    (Finset.sum_nonneg fun j _ => mul_nonneg (weight_pos hE (he j)).le (sq_nonneg _))
```

## (f) Directions that do not change

**Task.** Under the hypotheses of (e), show that

$$x^\dagger\big(K(E_2)-K(E_1)\big)x=0\iff w_j^\dagger x=0\ \text{for all } j.$$

**Solution.** A sum of non-negative terms vanishes only if each term does. Since $c_j>0$, this forces $|w_j^\dagger x|^2=0$. Conversely, if all overlaps vanish, so does the sum.

`Finset.sum_eq_zero_iff_of_nonneg` is the first step, and `resolve_left` discards the possibility $c_j=0$.

```lean
/-- For `E1 < E2` with no level in `[E1, E2]`, the quadratic form of `K(E2) - K(E1)` vanishes
at a channel vector `x` exactly when `x` is orthogonal to every coupling vector. -/
theorem kMatrix_increment_eq_zero_iff (e : ι → ℝ) (w : ι → n → ℂ) {E1 E2 : ℝ}
    (hE : E1 < E2) (he : ∀ j, e j ∉ Set.Icc E1 E2) (x : n → ℂ) :
    star x ⬝ᵥ ((kMatrix e w E2 - kMatrix e w E1) *ᵥ x) = 0 ↔
      ∀ j, star (w j) ⬝ᵥ x = 0 := by
  rw [kMatrix_sub e w (fun j h => he j (h ▸ ⟨le_rfl, hE.le⟩))
    (fun j h => he j (h ▸ ⟨hE.le, le_rfl⟩)), quadraticForm_sum, Complex.ofReal_eq_zero,
    Finset.sum_eq_zero_iff_of_nonneg
      (fun j _ => mul_nonneg (weight_pos hE (he j)).le (sq_nonneg _))]
  constructor
  · intro h j
    have hj := (mul_eq_zero.mp (h j (Finset.mem_univ j))).resolve_left
      (weight_pos hE (he j)).ne'
    exact norm_eq_zero.mp (pow_eq_zero_iff two_ne_zero |>.mp hj)
  · intro h j _
    rw [h j, norm_zero]
    ring
```

## (g) A level inside the interval

**Task.** For a single level $e$ with $w\neq0$ and $E_1<e<E_2$, show that

$$K(E_2)-K(E_1)\not\succeq0.$$

**Solution.** Now $(E_1-e)(E_2-e)<0$, so the only weight $c$ is negative. On the normalised vector $w/\|w\|$ the quadratic form is $c\|w\|^2<0$.

With one channel, $w=1$, $e=0$ and $E_1=-1$, $E_2=1$, the K-matrix falls from $\tfrac12$ to $-\tfrac12$. In (e) it is therefore not enough that the two end energies avoid the levels.

Lean models the single level by the one-element type `Unit` and tests on $w$ itself, where the form is $c\|w\|^4$.

```lean
/-- For a single level `e` with nonzero coupling vector and `E1 < e < E2`, the difference
`K(E2) - K(E1)` is not positive semidefinite. -/
theorem not_monotone_across_level (w : n → ℂ) (hw : w ≠ 0) {e E1 E2 : ℝ}
    (h1 : E1 < e) (h2 : e < E2) :
    ¬ (kMatrix (fun _ : Unit => e) (fun _ => w) E2 -
        kMatrix (fun _ : Unit => e) (fun _ => w) E1).PosSemidef := by
  intro h
  -- test the quadratic form on the coupling vector itself
  have hq := h.dotProduct_mulVec_nonneg w
  rw [kMatrix_sub _ _ (fun _ => h1.ne) (fun _ => h2.ne'), quadraticForm_sum] at hq
  have hq' := Complex.zero_le_real.mp hq
  rw [Fintype.sum_unique] at hq'
  have hn : star w ⬝ᵥ w ≠ 0 := by simpa using hw
  have hc : (E2 - E1) / (2 * ((E1 - e) * (E2 - e))) < 0 := by
    have hp : (E1 - e) * (E2 - e) < 0 :=
      mul_neg_of_neg_of_pos (by linarith) (by linarith)
    exact div_neg_of_pos_of_neg (by linarith) (by linarith)
  exact absurd hq' (not_le_of_gt
    (mul_neg_of_neg_of_pos hc (pow_pos (norm_pos_iff.mpr hn) 2)))
```

## (h) The denominator of the scattering matrix

The scattering matrix is obtained from a K-matrix by the Cayley form $S=(1+iK)(1-iK)^{-1}$, taken here as a definition and not derived from a Hamiltonian.

```lean
variable [DecidableEq n]

/-- The Cayley form `S = (1 + iK)(1 - iK)⁻¹` of the scattering matrix, meant for `K` with
`1 - iK` invertible. -/
def cayleyS (K : Matrix n n ℂ) : Matrix n n ℂ :=
  (1 + Complex.I • K) * (1 - Complex.I • K)⁻¹
```

**Task.** For any Hermitian $K$, show that $\det(1-iK)\neq0$.

**Solution.** Multiplying out, $(1+iK)(1-iK)=1+K^2=1+K^\dagger K$. For $x\neq0$,

$$x^\dagger(1+K^\dagger K)x=\|x\|^2+\|Kx\|^2>0,$$

so the product has nonzero determinant, and hence so does each factor.

These steps are `hprod`, `hpos` and `hdet`.

```lean
/-- For a Hermitian K-matrix the denominator `1 - iK` of the Cayley form is invertible. -/
theorem isUnit_det_denominator {K : Matrix n n ℂ} (hK : K.IsHermitian) :
    IsUnit (1 - Complex.I • K).det := by
  have hprod : (1 + Complex.I • K) * (1 - Complex.I • K) = 1 + Kᴴ * K := by
    have hX : ∀ X : Matrix n n ℂ, (1 + X) * (1 - X) = 1 - X * X := by
      intro X
      noncomm_ring
    have hI : (Complex.I • K) * (Complex.I • K) = -(K * K) := by
      rw [smul_mul_assoc, mul_smul_comm, smul_smul, Complex.I_mul_I, neg_smul, one_smul]
    rw [hK.eq, hX, hI, sub_neg_eq_add]
  -- `1 + K²` is positive definite, so neither factor is singular
  have hpos : (1 + Kᴴ * K).PosDef :=
    PosDef.one.add_posSemidef (posSemidef_conjTranspose_mul_self K)
  have hdet := hpos.det_pos.ne'
  rw [← hprod, det_mul] at hdet
  exact isUnit_iff_ne_zero.mpr (right_ne_zero_of_mul hdet)
```

## (i) Unitarity

**Task.** For any Hermitian $K$, show that $S^\dagger S=1$.

**Solution.** Since $(1-iK)^\dagger=1+iK$, the matrix $1+iK$ is invertible as well, and

$$S^\dagger S=(1+iK)^{-1}(1-iK)(1+iK)(1-iK)^{-1}.$$

The two middle factors commute. After they are exchanged, each stands next to its own inverse, and the product is $1$. By (a), this applies to $K(E)$ at every energy away from the levels.

In Lean, `hAB` and `hBA` are the adjoints, `hcomm` is the exchange, and the `calc` block is the cancellation.

```lean
/-- The scattering matrix in Cayley form is unitary for every Hermitian K-matrix. -/
theorem cayleyS_unitary {K : Matrix n n ℂ} (hK : K.IsHermitian) :
    cayleyS K ∈ unitaryGroup n ℂ := by
  have hA := isUnit_det_denominator hK
  have hAB : (1 - Complex.I • K)ᴴ = 1 + Complex.I • K := by
    rw [conjTranspose_sub, conjTranspose_one, conjTranspose_smul, hK.eq]
    simp
  have hBA : (1 + Complex.I • K)ᴴ = 1 - Complex.I • K := by
    rw [← hAB, conjTranspose_conjTranspose]
  have hB : IsUnit (1 + Complex.I • K).det := by
    rw [← hAB, det_conjTranspose]
    exact hA.star
  have hcomm : ∀ X : Matrix n n ℂ, (1 - X) * (1 + X) = (1 + X) * (1 - X) := by
    intro X
    noncomm_ring
  rw [mem_unitaryGroup_iff', star_eq_conjTranspose, cayleyS, conjTranspose_mul,
    conjTranspose_nonsing_inv, hAB, hBA]
  -- numerator and denominator commute, so the factors cancel in pairs
  calc (1 + Complex.I • K)⁻¹ * (1 - Complex.I • K) *
        ((1 + Complex.I • K) * (1 - Complex.I • K)⁻¹)
      = (1 + Complex.I • K)⁻¹ * ((1 - Complex.I • K) * (1 + Complex.I • K)) *
        (1 - Complex.I • K)⁻¹ := by simp only [mul_assoc]
    _ = ((1 + Complex.I • K)⁻¹ * (1 + Complex.I • K)) *
        ((1 - Complex.I • K) * (1 - Complex.I • K)⁻¹) := by
          rw [hcomm]
          simp only [mul_assoc]
    _ = 1 := by rw [nonsing_inv_mul _ hB, mul_nonsing_inv _ hA, one_mul]

end

end KMatrixCayley
```

```lean
#print axioms KMatrixCayley.kMatrix_monotone
#print axioms KMatrixCayley.kMatrix_increment_eq_zero_iff
#print axioms KMatrixCayley.not_monotone_across_level
#print axioms KMatrixCayley.cayleyS_unitary
```

```
'KMatrixCayley.kMatrix_monotone' depends on axioms: [propext, Classical.choice, Quot.sound]
'KMatrixCayley.kMatrix_increment_eq_zero_iff' depends on axioms: [propext, Classical.choice, Quot.sound]
'KMatrixCayley.not_monotone_across_level' depends on axioms: [propext, Classical.choice, Quot.sound]
'KMatrixCayley.cayleyS_unitary' depends on axioms: [propext, Classical.choice, Quot.sound]
```
